# Bounds on the truncated series for the Lindhard logarithm at x > 1

The static Lindhard function of the non-interacting three-dimensional electron gas contains the logarithm of (x + 1)/(x − 1) when x, the wavevector over twice the Fermi wavevector, exceeds 1. The lemma concerns this logarithm alone, for any real x > 1: half of it, less the first n terms of the series Σ x^−(2k+1)/(2k+1), is at least zero and at most x^−(2n+1)/((2n+1)(1 − x^−2)). The attempt takes the series from Mathlib, gets the lower bound from the positivity of its terms, and gets the upper bound by comparing the tail with a geometric series.

Lean 4 with Mathlib refuses this proof:

```lean
import Mathlib

open Filter Topology

namespace LindhardTruncation

noncomputable section

/-- For `x > 1`, half the logarithm in the Lindhard function exceeds the partial sums of its series
in odd powers of `1/x` by an amount between zero and a geometric bound. -/
theorem log_remainder_bounds {x : ℝ} (hx : 1 < x) (n : ℕ) :
    0 ≤ 1 / 2 * Real.log ((x + 1) / (x - 1))
        - ∑ k ∈ Finset.range n, x⁻¹ ^ (2 * k + 1) / (2 * (k : ℝ) + 1) ∧
    1 / 2 * Real.log ((x + 1) / (x - 1))
        - ∑ k ∈ Finset.range n, x⁻¹ ^ (2 * k + 1) / (2 * (k : ℝ) + 1)
      ≤ x⁻¹ ^ (2 * n + 1) / ((2 * (n : ℝ) + 1) * (1 - x⁻¹ ^ 2)) := by
  have hx0 : 0 < x := by linarith
  have h0 : 0 < x⁻¹ := inv_pos.mpr hx0
  have h1 : x⁻¹ < 1 := inv_lt_one_of_one_lt₀ hx
  have hxt : x * x⁻¹ = 1 := mul_inv_cancel₀ hx0.ne'
  have hsq : x⁻¹ ^ 2 < 1 := by nlinarith
  have ha : x - 1 ≠ 0 := by linarith
  have hb : 1 - x⁻¹ ≠ 0 := by linarith
  have hc : 1 + x⁻¹ ≠ 0 := by linarith
  have hL : Real.log ((x + 1) / (x - 1)) = Real.log (1 + x⁻¹) - Real.log (1 - x⁻¹) := by
    rw [← Real.log_div hc hb]
    congr 1
    rw [div_eq_div_iff ha hb]
    linear_combination (-2) * hxt
  have hs := Real.hasSum_log_sub_log_of_abs_lt_one (x := x⁻¹) (by rwa [abs_of_pos h0])
  have hs' : HasSum (fun k : ℕ => x⁻¹ ^ (2 * k + 1) / (2 * (k : ℝ) + 1))
      (1 / 2 * Real.log ((x + 1) / (x - 1))) := by
    rw [hL]
    convert hs.mul_left (1 / 2 : ℝ) using 1
    funext k
    ring
  refine ⟨sub_nonneg.mpr (sum_le_hasSum (Finset.range n) (fun k _ => by positivity) hs'), ?_⟩
  -- compare the tail term by term with a geometric series
  have ht := (hasSum_nat_add_iff' n).mpr hs'
  have hg := (hasSum_geometric_of_lt_one (sq_nonneg x⁻¹) hsq).mul_left
    (x⁻¹ ^ (2 * n + 1) / (2 * (n : ℝ) + 1))
  have hle : ∀ k : ℕ, x⁻¹ ^ (2 * (k + n) + 1) / (2 * ((k + n : ℕ) : ℝ) + 1)
      ≤ x⁻¹ ^ (2 * n + 1) / (2 * (n : ℝ) + 1) * (x⁻¹ ^ 2) ^ k := by
    intro k
    have e : x⁻¹ ^ (2 * n + 1) / (2 * (n : ℝ) + 1) * (x⁻¹ ^ 2) ^ k
        = x⁻¹ ^ (2 * (k + n) + 1) / (2 * (n : ℝ) + 1) := by
      rw [← pow_mul, div_mul_eq_mul_div, ← pow_add]
      congr 2
      ring
    rw [e]
    apply div_le_div_of_nonneg_left (by positivity) (by positivity)
    push_cast
    have := Nat.cast_nonneg (α := ℝ) k
    linarith
  refine (hasSum_le hle ht hg).trans (le_of_eq ?_)
  rw [← div_eq_mul_inv, div_div]

end

end LindhardTruncation
```

The error:

```
Main.lean:35:4: error: Tactic `apply` failed: could not unify the conclusion of `@funext`
  ?f = ?g
with the goal
  Real.instAddCommMonoid =
    CommRing.toNonUnitalCommRing.toNonUnitalNonAssocCommRing.toNonUnitalNonAssocSemiring.toAddCommMonoid

Note: The full type of `@funext` is
  ∀ {α : Sort ?u.368} {β : α → Sort ?u.367} {f g : (x : α) → β x}, (∀ (x : α), f x = g x) → f = g

case e'_3
x : ℝ
hx : 1 < x
n : ℕ
hx0 : 0 < x
h0 : 0 < x⁻¹
h1 : x⁻¹ < 1
hxt : x * x⁻¹ = 1
hsq : x⁻¹ ^ 2 < 1
ha : x - 1 ≠ 0
hb : 1 - x⁻¹ ≠ 0
hc : 1 + x⁻¹ ≠ 0
hL : Real.log ((x + 1) / (x - 1)) = Real.log (1 + x⁻¹) - Real.log (1 - x⁻¹)
hs : HasSum (fun k => 2 * (1 / (2 * ↑k + 1)) * x⁻¹ ^ (2 * k + 1)) (Real.log (1 + x⁻¹) - Real.log (1 - x⁻¹))
⊢ Real.instAddCommMonoid =
    CommRing.toNonUnitalCommRing.toNonUnitalNonAssocCommRing.toNonUnitalNonAssocSemiring.toAddCommMonoid
```

After these edits no error is left:

```diff
@@ -31,8 +31,10 @@
   have hs' : HasSum (fun k : ℕ => x⁻¹ ^ (2 * k + 1) / (2 * (k : ℝ) + 1))
       (1 / 2 * Real.log ((x + 1) / (x - 1))) := by
-    rw [hL]
-    convert hs.mul_left (1 / 2 : ℝ) using 1
-    funext k
-    ring
+    have hf : (fun k : ℕ => x⁻¹ ^ (2 * k + 1) / (2 * (k : ℝ) + 1))
+        = fun k : ℕ => 1 / 2 * (2 * (1 / (2 * (k : ℝ) + 1)) * x⁻¹ ^ (2 * k + 1)) := by
+      funext k
+      ring
+    rw [hL, hf]
+    exact hs.mul_left (1 / 2 : ℝ)
   refine ⟨sub_nonneg.mpr (sum_le_hasSum (Finset.range n) (fun k _ => by positivity) hs'), ?_⟩
   -- compare the tail term by term with a geometric series
```

Cause. The error arises in the proof of `hs'`, where Mathlib's series, multiplied by 1/2, has to be matched with the series in the lemma. `convert ... using 1` reduces this to equations between the arguments of the two `HasSum` statements. The goal that `funext` met was not the equation between the summands but one between two `AddCommMonoid` structures on ℝ: `Real.instAddCommMonoid` and the one reached through the ring structure. These are not written as functions, so `funext` could not apply.

The repair states the equation between the summands separately, as `hf`, where `funext k` does apply and `ring` proves the algebra. After `rw [hL, hf]` the goal has the summand and the sum in the form that `hs.mul_left (1 / 2 : ℝ)` gives. `exact` then accepts that term, since the two structures agree by definition and Lean checks this by unfolding them, with no separate goal left to prove.
